# Stochastic RI: two independent sign vectors give an unbiased product of integrals, one shared vector in general does not

## An average that converges to the wrong number

Take the vector $x=(1,1)$ and a random sign vector $r$, whose two components are independently $+1$ or $-1$ with equal probability. The projection $\langle r,x\rangle = r_1+r_2$ takes the values $2,0,0,-2$. Its square averages to $2$, which is $\langle x,x\rangle$, so the square is an unbiased estimate of that scalar product.

Now suppose that $\langle x,x\rangle^2=4$ is wanted, and that the estimate is squared for each $r$ before the average is taken, so that both factors share the same $r$. The fourth power of the projection takes the values $16,0,0,16$ and averages to $8$. More samples only make the result converge more closely to $8$, twice the right answer. (Squaring only after averaging over many independent samples would converge to $4$, with a bias that shrinks as samples are added.)

## Integrals as averages over signs

In the resolution of the identity (RI), a two-electron integral over real orbitals $a,b,c,d$ is written as a scalar product over an auxiliary index $i$,
$$(ab|cd)\approx\sum_i B^{ab}_i B^{cd}_i=\langle B^{ab},B^{cd}\rangle .$$
Stochastic RI replaces the sum over $i$ by an average of $\langle r,B^{ab}\rangle\langle r,B^{cd}\rangle$ over sign vectors $r$. As in the RI sum, each factor depends on only one orbital pair, but the auxiliary index is replaced by the random sample.

Second-order perturbation theory (MP2) needs products of two integrals. For real orbitals and a finite auxiliary basis, the result below says that the product of the two RI values is estimated without bias if each integral has its own independent sign vector, and it gives the exact mean if they share one.

## The means for one and for two vectors

Let $x,y,z,w$ be real vectors with $n$ components, and let $\mathbb E_r$ be the average over all $2^n$ sign vectors $r$. Then
$$\mathbb E_r\,\langle r,x\rangle\langle r,y\rangle=\langle x,y\rangle,$$
$$\mathbb E_r\,\langle r,x\rangle\langle r,y\rangle\langle r,z\rangle\langle r,w\rangle=\langle x,y\rangle\langle z,w\rangle+\langle x,z\rangle\langle y,w\rangle+\langle x,w\rangle\langle y,z\rangle-2\sum_i x_iy_iz_iw_i,$$
$$\mathbb E_r\mathbb E_s\,\langle r,x\rangle\langle r,y\rangle\langle s,z\rangle\langle s,w\rangle=\langle x,y\rangle\langle z,w\rangle .$$

For the squared integral $(ab|cd)^2$, set $x=z=B^{ab}$ and $y=w=B^{cd}$. The second pairing is then the RI value of $(ab|ab)(cd|cd)$, which can be large even where $(ab|cd)$ vanishes.

## Moments of the sign components

Suppose that an observable $f(r)$ changes sign whenever the component $r_i$ is flipped. Flipping $r_i$ only permutes the set of sign vectors, so $\sum_r f(r)=-\sum_r f(r)$, and the mean is zero.

For the second moment, $r_i^2=1$ if $i=j$, and $r_ir_j$ is odd in $r_i$ if $i\neq j$. Hence $\mathbb E_r\,r_ir_j=\delta_{ij}$.

The fourth moment is
$$\mathbb E_r\,r_ir_jr_kr_l=\delta_{ij}\delta_{kl}+\delta_{ik}\delta_{jl}+\delta_{il}\delta_{jk}-2\,\delta_{ij}\delta_{ik}\delta_{il},$$
and four cases cover it:

- If $i=j$, the left side is $\mathbb E_r\,r_kr_l=\delta_{kl}$. On the right, the second and third terms each become $\delta_{ik}\delta_{il}$ and cancel the last one, which leaves $\delta_{kl}$.
- If $i\ne j$ and $i=k$, both sides are $\delta_{jl}$.
- If $i\neq j$, $i\ne k$ and $i=l$, both sides are $\delta_{jk}$.
- If $i$ differs from $j$, $k$ and $l$, the product is odd in $r_i$ and the left side is zero. Every term on the right contains $\delta_{ij}$, $\delta_{ik}$ or $\delta_{il}$, so the right side is zero too.

The last term of the formula is a correction for overcounting: when all four indices coincide, the three pairings add up to $3$, while $r_i^4=1$.

## From components to projections

Expanding two projections gives
$$\mathbb E_r\,\langle r,x\rangle\langle r,y\rangle=\sum_{i,j}x_iy_j\,\delta_{ij}=\langle x,y\rangle .$$
Four projections give $\sum_{i,j,k,l}x_iy_jz_kw_l\,\mathbb E_r\,r_ir_jr_kr_l$. Inserting the fourth moment, the term $\delta_{ij}\delta_{kl}$ contracts to $\langle x,y\rangle\langle z,w\rangle$, the term $\delta_{ik}\delta_{jl}$ to $\langle x,z\rangle\langle y,w\rangle$, and the term $\delta_{il}\delta_{jk}$ to $\langle x,w\rangle\langle y,z\rangle$. The triple delta leaves $\sum_i x_iy_iz_iw_i$.

With a second, independent vector $s$, the average over $s$ is taken at fixed $r$. It turns $\langle s,z\rangle\langle s,w\rangle$ into the constant $\langle z,w\rangle$, and the average over $r$ then supplies $\langle x,y\rangle$.

## When one vector is enough for a square

Setting all four vectors equal to $x$, the bias of the one-vector estimate is
$$\mathbb E_r\,\langle r,x\rangle^4-\langle x,x\rangle^2=2\Big(\langle x,x\rangle^2-\sum_i x_i^4\Big)=2\sum_{i\neq j}(x_ix_j)^2 .$$
This is never negative. It vanishes exactly when $x_ix_j=0$ for all $i\neq j$, that is, when $x$ has at most one nonzero component. If $x$ has exactly $m\ge1$ nonzero components and they are all equal, the mean of the estimate is $3-2/m$ times $\langle x,x\rangle^2$.

## Sign vectors and means in Lean

The auxiliary index set is an arbitrary finite type `ι`. A sign vector is a function `r : ι → ℤˣ`, since the invertible integers are exactly $1$ and $-1$. `sgn r i` is its component as a real number, `proj r x` is $\langle r,x\rangle$, and `x ⬝ᵥ y` is the real scalar product $\langle x,y\rangle$.

`mean f` is the sum of `f` over all sign vectors divided by their number, so the uniform distribution is part of the definition. Independence is expressed by nesting one `mean` inside another, which amounts to averaging over all pairs $(r,s)$ with equal weight.

The three means are `mean_proj_two`, `mean_proj_four` and `mean_independent`. They hold for all real vectors, with no further hypothesis. `one_vector_unbiased_iff` is the criterion for $\langle x,x\rangle^2$, and it concerns only the case of four equal vectors.

These are exact averages. The theorems do not state the variance of an estimated product, which is needed to judge how many samples a calculation takes. They also leave aside complex orbitals and the error of the RI factorisation itself. The file treats a single product of integrals; an MP2 energy is a sum of such products with fixed weights, to which the linearity of the mean would have to be applied.

```lean
import Mathlib

open Matrix

namespace StochasticRI

noncomputable section

variable {ι : Type*} [Fintype ι]

/-- The component `r i = ±1` of a sign vector, as a real number. -/
def sgn (r : ι → ℤˣ) (i : ι) : ℝ := ((r i : ℤ) : ℝ)

/-- The projection `⟨r, x⟩` of a vector `x` on the sign vector `r`. -/
def proj (r : ι → ℤˣ) (x : ι → ℝ) : ℝ := ∑ i, sgn r i * x i

/-- A product of two projections on the same sign vector, expanded in components. -/
theorem proj_mul_proj (r : ι → ℤˣ) (x y : ι → ℝ) :
    proj r x * proj r y = ∑ p : ι × ι, x p.1 * y p.2 * (sgn r p.1 * sgn r p.2) := by
  unfold proj
  rw [Finset.sum_mul_sum]
  refine Eq.trans ?_ (Fintype.sum_prod_type _).symm
  exact Finset.sum_congr rfl fun i _ => Finset.sum_congr rfl fun j _ => by ring

variable [DecidableEq ι]

/-- The Kronecker delta. -/
def δ (i j : ι) : ℝ := if i = j then 1 else 0

/-- The sign vector that is `-1` at `i` and `1` elsewhere. -/
def flipAt (i : ι) : ι → ℤˣ := fun j => if j = i then -1 else 1

/-- The average of an observable over all sign vectors. -/
def mean (f : (ι → ℤˣ) → ℝ) : ℝ := (∑ r, f r) / (Fintype.card (ι → ℤˣ) : ℝ)

/-- The average of a linear combination is the linear combination of the averages. -/
theorem mean_linear {κ : Type*} [Fintype κ] (c : κ → ℝ) (f : κ → (ι → ℤˣ) → ℝ) :
    mean (fun r => ∑ k, c k * f k r) = ∑ k, c k * mean (f k) := by
  simp only [mean]
  rw [Finset.sum_comm, Finset.sum_div]
  refine Finset.sum_congr rfl fun k _ => ?_
  rw [← Finset.mul_sum, mul_div_assoc]

/-- An observable that changes sign when the component `r i` is flipped averages to zero. -/
theorem mean_odd (i : ι) (f : (ι → ℤˣ) → ℝ) (h : ∀ r, f (r * flipAt i) = -f r) :
    mean f = 0 := by
  have e := Equiv.sum_comp (Equiv.mulRight (flipAt i)) f
  simp only [Equiv.coe_mulRight, h, Finset.sum_neg_distrib] at e
  have e0 : ∑ r, f r = 0 := by linarith
  rw [mean, e0, zero_div]

/-- The product of the components `r i` and `r j` of a sign vector averages to `1` if `i = j` and to
`0` otherwise. -/
theorem mean_sgn_two (i j : ι) : mean (fun r => sgn r i * sgn r j) = δ i j := by
  rcases eq_or_ne i j with rfl | h
  · have sq : ∀ r : ι → ℤˣ, sgn r i * sgn r i = 1 := fun r => by
      rcases Int.units_eq_one_or (r i) with h | h <;> simp [sgn, h]
    simp only [sq, mean, δ, if_true]
    rw [Finset.sum_const, Finset.card_univ, nsmul_eq_mul, mul_one]
    exact div_self (Nat.cast_ne_zero.mpr Fintype.card_ne_zero)
  · rw [mean_odd i _ fun r => by simp [sgn, flipAt, h.symm]]
    simp [δ, h]

/-- The fourth moment of the components: three pairings, minus twice the term in which
all four indices coincide. -/
theorem mean_sgn_four (i j k l : ι) :
    mean (fun r => sgn r i * sgn r j * (sgn r k * sgn r l)) =
      δ i j * δ k l + δ i k * δ j l + δ i l * δ j k - 2 * (δ i j * δ i k * δ i l) := by
  have sq : ∀ (r : ι → ℤˣ) (a : ι), sgn r a * sgn r a = 1 := fun r a => by
    rcases Int.units_eq_one_or (r a) with h | h <;> simp [sgn, h]
  have d1 : δ i i = 1 := by simp [δ]
  -- if `i` meets a partner, the pair drops out and a second moment remains
  rcases eq_or_ne i j with rfl | hj
  · simp only [sq, one_mul, mean_sgn_two, d1]
    ring
  have d2 : δ i j = 0 := by simp [δ, hj]
  have d3 : δ j i = 0 := by simp [δ, hj.symm]
  rcases eq_or_ne i k with rfl | hk
  · have e : ∀ r : ι → ℤˣ, sgn r i * sgn r j * (sgn r i * sgn r l) = sgn r j * sgn r l :=
      fun r => by linear_combination (sgn r j * sgn r l) * sq r i
    simp only [e, mean_sgn_two, d1, d2, d3]
    ring
  rcases eq_or_ne i l with rfl | hl
  · have e : ∀ r : ι → ℤˣ, sgn r i * sgn r j * (sgn r k * sgn r i) = sgn r j * sgn r k :=
      fun r => by linear_combination (sgn r j * sgn r k) * sq r i
    have d4 : δ i k = 0 := by simp [δ, hk]
    simp only [e, mean_sgn_two, d1, d2, d4]
    ring
  -- otherwise the product is odd in `r i`
  · rw [mean_odd i _ fun r => by simp [sgn, flipAt, hj.symm, hk.symm, hl.symm]]
    simp [δ, hj, hk, hl]

/-- Stochastic resolution of the identity: `⟨r,x⟩⟨r,y⟩` averages to `⟨x,y⟩`. -/
theorem mean_proj_two (x y : ι → ℝ) :
    mean (fun r => proj r x * proj r y) = x ⬝ᵥ y := by
  simp only [proj_mul_proj, mean_linear, mean_sgn_two]
  rw [Fintype.sum_prod_type]
  simp [δ, dotProduct]

/-- The average of four projections on one common sign vector: the wanted product
`⟨x,y⟩⟨z,w⟩`, two exchanged pairings and a diagonal correction. -/
theorem mean_proj_four (x y z w : ι → ℝ) :
    mean (fun r => proj r x * proj r y * (proj r z * proj r w)) =
      (x ⬝ᵥ y) * (z ⬝ᵥ w) + (x ⬝ᵥ z) * (y ⬝ᵥ w) + (x ⬝ᵥ w) * (y ⬝ᵥ z)
        - 2 * ∑ i, x i * y i * z i * w i := by
  have h : ∀ r : ι → ℤˣ, proj r x * proj r y * (proj r z * proj r w) =
      ∑ p : (ι × ι) × (ι × ι), x p.1.1 * y p.1.2 * (z p.2.1 * w p.2.2) *
        (sgn r p.1.1 * sgn r p.1.2 * (sgn r p.2.1 * sgn r p.2.2)) := fun r => by
    rw [proj_mul_proj, proj_mul_proj, Finset.sum_mul_sum]
    refine Eq.trans ?_ (Fintype.sum_prod_type _).symm
    exact Finset.sum_congr rfl fun p _ => Finset.sum_congr rfl fun q _ => by ring
  have s : ∀ (a : ι) (f : ι → ℝ), ∑ l, f l * δ a l = f a := fun a f => by simp [δ]
  -- contract the deltas over the last, third and second index in turn
  have hl : ∀ i j k, ∑ l, x i * y j * (z k * w l) * (δ i j * δ k l + δ i k * δ j l
      + δ i l * δ j k - 2 * (δ i j * δ i k * δ i l)) = x i * y j * z k *
      (δ i j * w k + δ i k * w j + w i * δ j k - 2 * (δ i j * δ i k * w i)) := by
    intro i j k
    rw [← s k w, ← s j w, ← s i w]
    simp only [Finset.mul_sum, Finset.sum_mul, ← Finset.sum_add_distrib,
      ← Finset.sum_sub_distrib]
    exact Finset.sum_congr rfl fun l _ => by ring
  have hk : ∀ i j, ∑ k, x i * y j * z k *
      (δ i j * w k + δ i k * w j + w i * δ j k - 2 * (δ i j * δ i k * w i)) =
      x i * y j * (δ i j * (z ⬝ᵥ w) + z i * w j + z j * w i - 2 * (δ i j * (z i * w i))) := by
    intro i j
    rw [← s i z, ← s j z]
    simp only [dotProduct, Finset.mul_sum, Finset.sum_mul, ← Finset.sum_add_distrib,
      ← Finset.sum_sub_distrib]
    exact Finset.sum_congr rfl fun k _ => by ring
  have hj : ∀ i, ∑ j, x i * y j *
      (δ i j * (z ⬝ᵥ w) + z i * w j + z j * w i - 2 * (δ i j * (z i * w i))) =
      x i * (y i * (z ⬝ᵥ w) + z i * (y ⬝ᵥ w) + w i * (y ⬝ᵥ z) - 2 * (y i * (z i * w i))) := by
    intro i
    generalize z ⬝ᵥ w = c
    rw [← s i y]
    simp only [dotProduct, Finset.mul_sum, Finset.sum_mul, ← Finset.sum_add_distrib,
      ← Finset.sum_sub_distrib]
    exact Finset.sum_congr rfl fun j _ => by ring
  simp only [h, mean_linear, mean_sgn_four]
  simp only [Fintype.sum_prod_type, hl, hk, hj]
  generalize z ⬝ᵥ w = a
  generalize y ⬝ᵥ w = b
  generalize y ⬝ᵥ z = c
  simp only [dotProduct, Finset.mul_sum, Finset.sum_mul, ← Finset.sum_add_distrib,
    ← Finset.sum_sub_distrib]
  exact Finset.sum_congr rfl fun i _ => by ring

/-- With two independent sign vectors the product of the two estimates averages to the
product `⟨x,y⟩⟨z,w⟩`. -/
theorem mean_independent (x y z w : ι → ℝ) :
    mean (fun r : ι → ℤˣ => mean (fun s : ι → ℤˣ =>
      proj r x * proj r y * (proj s z * proj s w))) = (x ⬝ᵥ y) * (z ⬝ᵥ w) := by
  have c : ∀ (a : ℝ) (f : (ι → ℤˣ) → ℝ), mean (fun s => a * f s) = a * mean f :=
    fun a f => by simp only [mean, ← Finset.mul_sum, mul_div_assoc]
  have e : ∀ r : ι → ℤˣ, mean (fun s : ι → ℤˣ =>
      proj r x * proj r y * (proj s z * proj s w)) = (z ⬝ᵥ w) * (proj r x * proj r y) :=
    fun r => by rw [c _ (fun s => proj s z * proj s w), mean_proj_two, mul_comm]
  simp only [e]
  rw [c _ (fun r => proj r x * proj r y), mean_proj_two, mul_comm]

/-- The one-vector estimate of `⟨x,x⟩²` is unbiased exactly when no two different
components of `x` are both nonzero. -/
theorem one_vector_unbiased_iff (x : ι → ℝ) :
    mean (fun r => proj r x * proj r x * (proj r x * proj r x)) = (x ⬝ᵥ x) * (x ⬝ᵥ x) ↔
      ∀ i j, i ≠ j → x i * x j = 0 := by
  -- half the bias is a sum of squares over pairs of different indices
  have key : (x ⬝ᵥ x) * (x ⬝ᵥ x) - ∑ i, x i * x i * x i * x i =
      ∑ i, ∑ j, (1 - δ i j) * (x i * x j) ^ 2 := by
    simp only [dotProduct, Finset.sum_mul_sum]
    rw [← Finset.sum_sub_distrib]
    refine Finset.sum_congr rfl fun i _ => ?_
    have e : x i * x i * x i * x i = ∑ j, (x i * x j) ^ 2 * δ i j := by
      simp only [δ, mul_ite, mul_one, mul_zero, Finset.sum_ite_eq, Finset.mem_univ, if_true]
      ring
    rw [e, ← Finset.sum_sub_distrib]
    exact Finset.sum_congr rfl fun j _ => by ring
  have nn : ∀ i j, 0 ≤ (1 - δ i j) * (x i * x j) ^ 2 := fun i j =>
    mul_nonneg (by unfold δ; split_ifs <;> norm_num) (sq_nonneg _)
  rw [mean_proj_four]
  constructor
  · intro h i j hij
    have h0 : ∑ i, ∑ j, (1 - δ i j) * (x i * x j) ^ 2 = 0 := by linarith
    have h1 := (Finset.sum_eq_zero_iff_of_nonneg
      fun i _ => Finset.sum_nonneg fun j _ => nn i j).mp h0 i (Finset.mem_univ i)
    have h2 := (Finset.sum_eq_zero_iff_of_nonneg fun j _ => nn i j).mp h1 j (Finset.mem_univ j)
    have d : δ i j = 0 := by simp [δ, hij]
    rw [d, sub_zero, one_mul] at h2
    exact pow_eq_zero_iff (two_ne_zero) |>.mp h2
  · intro h
    have h0 : ∑ i, ∑ j, (1 - δ i j) * (x i * x j) ^ 2 = 0 := by
      refine Finset.sum_eq_zero fun i _ => Finset.sum_eq_zero fun j _ => ?_
      rcases eq_or_ne i j with rfl | hij
      · simp [δ]
      · simp [h i j hij]
    linarith

end

end StochasticRI
```

```lean
#print axioms StochasticRI.mean_independent
#print axioms StochasticRI.one_vector_unbiased_iff
```

```
'StochasticRI.mean_independent' depends on axioms: [propext, Classical.choice, Quot.sound]
'StochasticRI.one_vector_unbiased_iff' depends on axioms: [propext, Classical.choice, Quot.sound]
```

## Parity, contraction and a sum of squares

`proj_mul_proj` writes a product of two projections as one sum over index pairs. `mean_linear` exchanges the average with a finite linear combination. Together they reduce the means of two and of four projections to moments of sign components.

`mean_odd` is the flipping argument. Multiplication by `flipAt i` reverses the component at `i`, and `Equiv.sum_comp` says that this rearrangement leaves the sum over all sign vectors unchanged. With the oddness hypothesis `h`, the sum equals its own negative, and `linarith` concludes that it is zero.

`mean_sgn_two` and `mean_sgn_four` follow the case distinctions made above, with `rcases eq_or_ne` opening each case. When `i` meets a partner, the square of its sign is replaced by $1$. What remains is the mean of the constant $1$ in `mean_sgn_two` and a second moment in `mean_sgn_four`. When `i` is alone, `mean_odd` applies.

`mean_proj_two` inserts the second moment and sums over the delta. In `mean_proj_four`, the step `h` expands the four projections into a sum over all four indices. The auxiliary fact `s` (here a name for a statement, not the second sign vector) is the contraction $\sum_l f_l\delta_{al}=f_a$. The steps `hl`, `hk` and `hj` then carry out the sums over $l$, $k$ and $j$ in turn. Each uses `s` backwards, turning a component such as $w_k$ into a sum over $l$, so that both sides are sums over the same index and `ring` can compare them term by term. The remaining sum over $i$ produces the scalar products with $x$ and the diagonal correction.

`mean_independent` has two short steps: `c` takes a constant out of a mean, and `e` evaluates the inner average by `mean_proj_two`. A second use of that theorem evaluates the outer one.

In `one_vector_unbiased_iff`, the identity `key` expresses half the bias as
$$\sum_{i,j}(1-\delta_{ij})(x_ix_j)^2,$$
and `nn` records that no term is negative. If the estimate is unbiased, this sum is zero, so `Finset.sum_eq_zero_iff_of_nonneg`, applied once for each index, makes every term zero. For $i\neq j$ this means $x_ix_j=0$. Conversely, if all these products vanish, so does the sum, and `linarith` recovers the equality of the mean with $\langle x,x\rangle^2$.
